# The photon denominator $E-p\cos\theta$ as a sum of nonnegative terms, with a relative error bound uniform in energy and angle

To evaluate the denominator $E-p\cos\theta$ for a photon emitted close to a fast electron, compute $m^2/(E+p)$ and $2p\sin^2(\theta/2)$ and add them, instead of subtracting two nearly equal numbers. Here $m>0$ is the electron mass, $p\ge 0$ its momentum, $E=\sqrt{p^2+m^2}$ its energy and $\theta$ the angle between electron and photon, in units with $c=1$.

In Lean 4 with Mathlib:

```lean
import Mathlib

open Finset

namespace CollinearPhotonDenominator

noncomputable section

/-- The relativistic energy of a particle of mass `m` and momentum `p`. -/
def energy (m p : ℝ) : ℝ := Real.sqrt (p ^ 2 + m ^ 2)

/-- The angular denominator `E - p cos θ` for a photon emitted at angle `θ`. -/
def denominator (m p θ : ℝ) : ℝ := energy m p - p * Real.cos θ

/-- The mass term `m² / (E + p)` of the stable formula. -/
def massTerm (m p : ℝ) : ℝ := m ^ 2 / (energy m p + p)

/-- The angle term `2 p sin²(θ/2)` of the stable formula. -/
def angleTerm (p θ : ℝ) : ℝ := 2 * p * Real.sin (θ / 2) ^ 2

/-- The Minkowski square of a four-vector, with signature `(+,-,-,-)`. -/
def minkowskiSq (q : Fin 4 → ℝ) : ℝ := q 0 ^ 2 - q 1 ^ 2 - q 2 ^ 2 - q 3 ^ 2

/-- The four-momentum of an electron moving along the z axis. -/
def electron (m p : ℝ) : Fin 4 → ℝ := ![energy m p, 0, 0, p]

/-- The four-momentum of a photon of energy `ω` at angle `θ` to the z axis. -/
def photon (ω θ : ℝ) : Fin 4 → ℝ := ![ω, ω * Real.sin θ, 0, ω * Real.cos θ]

/-- The mass-shell relation `E² = p² + m²`. -/
theorem energy_sq (m p : ℝ) : energy m p ^ 2 = p ^ 2 + m ^ 2 :=
  Real.sq_sqrt (by positivity)

/-- For the electron and photon four-momenta `P` and `K`, the propagator denominator `(P + K)² - m²`
equals `2 ω (E - p cos θ)`. -/
theorem propagator_denominator (m p ω θ : ℝ) :
    minkowskiSq (electron m p + photon ω θ) - m ^ 2 = 2 * ω * denominator m p θ := by
  change (energy m p + ω) ^ 2 - (0 + ω * Real.sin θ) ^ 2 - (0 + 0) ^ 2
    - (p + ω * Real.cos θ) ^ 2 - m ^ 2 = 2 * ω * (energy m p - p * Real.cos θ)
  linear_combination energy_sq m p - ω ^ 2 * Real.sin_sq_add_cos_sq θ

/-- For a massive particle `E + p` is positive, and the mass term equals `E - p`. -/
theorem massTerm_eq {m : ℝ} (hm : 0 < m) (p : ℝ) :
    0 < energy m p + p ∧ massTerm m p = energy m p - p := by
  have hE := energy_sq m p
  have hE0 : 0 ≤ energy m p := Real.sqrt_nonneg _
  have hpos : 0 < energy m p + p := by
    by_contra hcon
    have hle : energy m p + p ≤ 0 := le_of_not_gt hcon
    have hprod : 0 ≤ (-(energy m p + p)) * (energy m p - p) :=
      mul_nonneg (by linarith) (by linarith)
    nlinarith [pow_pos hm 2]
  refine ⟨hpos, ?_⟩
  unfold massTerm
  rw [div_eq_iff hpos.ne']
  linear_combination -hE

/-- The stable formula: `E - p cos θ = m² / (E + p) + 2 p sin²(θ/2)`. -/
theorem denominator_eq_stable {m : ℝ} (hm : 0 < m) (p θ : ℝ) :
    denominator m p θ = massTerm m p + angleTerm p θ := by
  -- half-angle formula for the cosine
  have hc := Real.cos_two_mul (θ / 2)
  have h2 : 2 * (θ / 2) = θ := by ring
  rw [h2] at hc
  have hs := Real.sin_sq_add_cos_sq (θ / 2)
  rw [(massTerm_eq hm p).2]
  unfold denominator angleTerm
  linear_combination (-p) * hc - 2 * p * hs

/-- For a moving massive particle the denominator is at least the mass term, with equality
exactly when `cos θ = 1`. -/
theorem massTerm_le_denominator {m p : ℝ} (hm : 0 < m) (hp : 0 < p) (θ : ℝ) :
    massTerm m p ≤ denominator m p θ ∧
      (denominator m p θ = massTerm m p ↔ Real.cos θ = 1) := by
  rw [(massTerm_eq hm p).2]
  unfold denominator
  refine ⟨by nlinarith [Real.cos_le_one θ], fun h => ?_, fun h => by rw [h, mul_one]⟩
  exact mul_left_cancel₀ hp.ne' (by linarith)

/-- If every term of a finite sum of nonnegative numbers has relative error at most `d`,
then so has the sum. -/
theorem sum_relative_error {ι : Type*} [Fintype ι] (x y : ι → ℝ) (d : ℝ)
    (hx : ∀ i, 0 ≤ x i) (h : ∀ i, |y i - x i| ≤ d * |x i|) :
    |∑ i, y i - ∑ i, x i| ≤ d * |∑ i, x i| := by
  rw [abs_of_nonneg (Finset.sum_nonneg fun i _ => hx i), ← Finset.sum_sub_distrib,
    Finset.mul_sum]
  refine (Finset.abs_sum_le_sum_abs _ _).trans (Finset.sum_le_sum fun i _ => ?_)
  have hi := h i
  rwa [abs_of_nonneg (hx i)] at hi

/-- Let `a` and `b` be the mass and angle terms computed with relative error at most `d`, and
`s` their sum rounded with relative error at most `u`. Then the photon denominator is positive
and `s` approximates it with relative error at most `d + u + d u`, at every angle. -/
theorem stable_denominator_error {m p θ a b s d u : ℝ} (hm : 0 < m) (hp : 0 ≤ p)
    (hu : 0 ≤ u) (ha : |a - massTerm m p| ≤ d * |massTerm m p|)
    (hb : |b - angleTerm p θ| ≤ d * |angleTerm p θ|)
    (hs : |s - (a + b)| ≤ u * |a + b|) :
    0 < denominator m p θ ∧
      |s - denominator m p θ| ≤ (d + u + d * u) * denominator m p θ := by
  have hA : 0 < massTerm m p := div_pos (pow_pos hm 2) (massTerm_eq hm p).1
  have hB : 0 ≤ angleTerm p θ := by unfold angleTerm; positivity
  have hD : 0 < denominator m p θ := by
    rw [denominator_eq_stable hm]; linarith
  refine ⟨hD, ?_⟩
  -- errors of the two nonnegative summands
  have h := sum_relative_error ![massTerm m p, angleTerm p θ] ![a, b] d
    (Fin.forall_fin_two.mpr ⟨hA.le, hB⟩) (Fin.forall_fin_two.mpr ⟨ha, hb⟩)
  simp only [Fin.sum_univ_two] at h
  change |(a + b) - (massTerm m p + angleTerm p θ)|
    ≤ d * |massTerm m p + angleTerm p θ| at h
  rw [← denominator_eq_stable hm, abs_of_pos hD] at h
  -- error of the final addition
  have hab : |a + b| ≤ (1 + d) * denominator m p θ := by
    have h' := abs_le.mp h
    exact abs_le.mpr ⟨by linarith [h'.1, h'.2], by linarith [h'.2]⟩
  have h3 := mul_le_mul_of_nonneg_left hab hu
  have h4 := abs_sub_le s (a + b) (denominator m p θ)
  linarith

/-- The error bound `d + u + d u` is attained when both terms are too large by the factor
`1 + d` and the addition by the factor `1 + u`. -/
theorem stable_denominator_error_sharp {m p d u : ℝ} (hm : 0 < m) (hp : 0 ≤ p)
    (hd : 0 ≤ d) (hu : 0 ≤ u) (θ : ℝ) :
    |(1 + u) * ((1 + d) * massTerm m p + (1 + d) * angleTerm p θ) - denominator m p θ|
      = (d + u + d * u) * denominator m p θ := by
  have hD : 0 < denominator m p θ :=
    (stable_denominator_error (a := massTerm m p) (b := angleTerm p θ)
      (s := massTerm m p + angleTerm p θ) (d := 0) (u := 0) hm hp le_rfl
      (by simp) (by simp) (by simp)).1
  have he : (1 + u) * ((1 + d) * massTerm m p + (1 + d) * angleTerm p θ)
      - denominator m p θ = (d + u + d * u) * denominator m p θ := by
    rw [denominator_eq_stable hm]; ring
  rw [he]
  exact abs_of_nonneg (by positivity)

/-- A relative error at most `e < 1` in a positive number gives a relative error at most
`e / (1 - e)` in its reciprocal. -/
theorem reciprocal_relative_error {x y e : ℝ} (hx : 0 < x) (he : e < 1)
    (h : |y - x| ≤ e * x) : |1 / y - 1 / x| ≤ e / (1 - e) * (1 / x) := by
  have h1 : 0 < 1 - e := by linarith
  have he0 : 0 ≤ e := le_of_mul_le_mul_right
    (by rw [zero_mul]; exact (abs_nonneg _).trans h) hx
  have hlow : (1 - e) * x ≤ y := by linarith [(abs_le.mp h).1]
  have hy : 0 < y := lt_of_lt_of_le (mul_pos h1 hx) hlow
  have key : 1 / y - 1 / x = (x - y) / (y * x) := by
    rw [div_sub_div _ _ hy.ne' hx.ne', one_mul, mul_one]
  rw [key, abs_div, abs_of_pos (mul_pos hy hx), abs_sub_comm, div_le_iff₀ (mul_pos hy hx)]
  have e1 : e / (1 - e) * (1 / x) * (y * x) = e / (1 - e) * y := by
    field_simp
  have e2 : e / (1 - e) * ((1 - e) * x) = e * x := by
    field_simp
  rw [e1]
  calc |y - x| ≤ e * x := h
    _ = e / (1 - e) * ((1 - e) * x) := e2.symm
    _ ≤ e / (1 - e) * y := mul_le_mul_of_nonneg_left hlow (div_nonneg he0 h1.le)

/-- For the electron and photon four-momenta `P` and `K`, the propagator factor `1 / ((P + K)² -
m²)`, evaluated from the computed sum `s`, has relative error at most `e / (1 - e)` with `e = d + u
+ d u < 1`. -/
theorem propagator_error {m p θ ω a b s d u : ℝ} (hm : 0 < m) (hp : 0 ≤ p) (hω : 0 < ω)
    (hu : 0 ≤ u) (he : d + u + d * u < 1)
    (ha : |a - massTerm m p| ≤ d * |massTerm m p|)
    (hb : |b - angleTerm p θ| ≤ d * |angleTerm p θ|)
    (hs : |s - (a + b)| ≤ u * |a + b|) :
    |1 / (2 * ω * s) - 1 / (minkowskiSq (electron m p + photon ω θ) - m ^ 2)|
      ≤ (d + u + d * u) / (1 - (d + u + d * u))
        * (1 / (minkowskiSq (electron m p + photon ω θ) - m ^ 2)) := by
  obtain ⟨hD, h⟩ := stable_denominator_error hm hp hu ha hb hs
  have h2 : 0 < 2 * ω := by linarith
  rw [propagator_denominator]
  refine reciprocal_relative_error (mul_pos h2 hD) he ?_
  rw [← mul_sub, abs_mul, abs_of_pos h2]
  have h3 := mul_le_mul_of_nonneg_left h h2.le
  linarith

end

end CollinearPhotonDenominator
```

```lean
#print axioms CollinearPhotonDenominator.massTerm_le_denominator
#print axioms CollinearPhotonDenominator.stable_denominator_error
#print axioms CollinearPhotonDenominator.stable_denominator_error_sharp
#print axioms CollinearPhotonDenominator.propagator_error
```

```
'CollinearPhotonDenominator.massTerm_le_denominator' depends on axioms: [propext, Classical.choice, Quot.sound]
'CollinearPhotonDenominator.stable_denominator_error' depends on axioms: [propext, Classical.choice, Quot.sound]
'CollinearPhotonDenominator.stable_denominator_error_sharp' depends on axioms: [propext, Classical.choice, Quot.sound]
'CollinearPhotonDenominator.propagator_error' depends on axioms: [propext, Classical.choice, Quot.sound]
```

## The denominator and its error bound in words

Write $D=E-p\cos\theta$, $M=m^2/(E+p)$ and $A=2p\sin^2(\theta/2)$. In the file these are `denominator m p θ`, `massTerm m p` and `angleTerm p θ`. The theorem `denominator_eq_stable` says that $D=M+A$.

The main result, `stable_denominator_error`, concerns three further real numbers. The numbers $a$ and $b$ are computed values of $M$ and $A$, each with relative error at most $d$. The number $s$ is the computed value of $a+b$, with relative error at most $u$ from the addition. The conclusion is that $D$ is positive and

$$|s-D|\le (d+u+du)\,D .$$

The bound contains neither $p/m$ nor $\theta$, so it is the same for a slow electron and for a very fast one, and the same at wide angle and in the collinear direction. With $u=0$ it says that the exact sum of the two computed terms has relative error at most $d$.

The theorem `stable_denominator_error_sharp` shows that for $d,u\ge 0$ the bound is attained at every momentum and angle, by errors that all have the same sign. The theorem `propagator_error` carries the bound over to the reciprocal that appears in an amplitude.

## Where the denominator comes from

Let the electron leave along the $z$ axis and let the photon have energy $\omega$. Their four-momenta are

$$P=(E,0,0,p),\qquad K=(\omega,\ \omega\sin\theta,\ 0,\ \omega\cos\theta).$$

These are `electron m p` and `photon ω θ`, functions on `Fin 4` whose component 0 is the energy and whose components 1, 2, 3 are the $x$, $y$, $z$ momenta. The function `minkowskiSq` fixes the signature $(+,-,-,-)$. Before emitting the photon, the electron line carries momentum $P+K$, and its tree-level propagator contains $1/((P+K)^2-m^2)$. Expanding the square gives

$$(P+K)^2-m^2=(E+\omega)^2-\omega^2\sin^2\theta-(p+\omega\cos\theta)^2-m^2 .$$

The terms in $\omega^2$ cancel because $\sin^2\theta+\cos^2\theta=1$, and $E^2-p^2-m^2=0$ by the mass-shell relation. What remains is

$$(P+K)^2-m^2=2\omega E-2\omega p\cos\theta=2\omega D .$$

This is `propagator_denominator`. Its proof gives `linear_combination` the same two identities, the first being `energy_sq`.

The result can be applied in Monte Carlo integration of tree-level radiative matrix elements, where sampled points may lie near the collinear direction; it controls this one scalar factor for a single electron and photon, not the whole amplitude.

## Removing the two cancellations

The subtraction is split into two parts:

$$E-p\cos\theta=(E-p)+p(1-\cos\theta).$$

Each part still contains a cancellation, and each can be rewritten without one.

For the first part, $(E-p)(E+p)=E^2-p^2=m^2$. Since $E+p>0$, division gives $E-p=m^2/(E+p)=M$. For $p\ge 0$ the positivity is immediate from $E\ge m>0$. The lemma `massTerm_eq` proves it for every real $p$: if $E+p\le 0$, then $E\ge 0$ forces $p\le 0$ and hence $E-p\ge 0$, so $-(E+p)(E-p)\ge 0$. But this product equals $-m^2<0$, a contradiction.

For the second part, the half-angle formula $1-\cos\theta=2\sin^2(\theta/2)$ gives $p(1-\cos\theta)=A$. Together the two parts give $D=M+A$. In `denominator_eq_stable`, the formula for the cosine of a doubled angle and $\sin^2+\cos^2=1$, both taken at $\theta/2$, supply this step.

The mass term is positive, and for $p\ge 0$ the angle term is nonnegative. Hence $D\ge M>0$: the electron mass keeps the denominator away from zero. For $p>0$, `massTerm_le_denominator` adds that $D=M$ exactly when $\cos\theta=1$, since $D-M=p(1-\cos\theta)$. For $p\gg m$ this minimum is close to $m^2/(2p)$, which is why the propagator is so large in the collinear direction.

## Why adding nonnegative terms preserves relative accuracy

Let $x_i\ge 0$ be finitely many exact terms and $y_i$ their approximations, with $|y_i-x_i|\le d\,x_i$. By the triangle inequality,

$$\Bigl|\sum_i y_i-\sum_i x_i\Bigr|\le\sum_i|y_i-x_i|\le d\sum_i x_i .$$

The right-hand side is $d$ times the exact sum. This is where the signs matter: with terms of mixed sign, $\sum_i|x_i|$ could be far larger than $|\sum_i x_i|$. The lemma `sum_relative_error` follows the same lines and uses nonnegativity to remove the absolute values.

Applied to the terms $M$ and $A$, it gives $|a+b-D|\le dD$, and therefore $|a+b|\le(1+d)D$. The rounded addition then contributes

$$|s-(a+b)|\le u\,|a+b|\le u(1+d)D .$$

A last triangle inequality gives

$$|s-D|\le u(1+d)D+dD=(d+u+du)D .$$

In `stable_denominator_error` the two-term sum is written with the vectors `![massTerm m p, angleTerm p θ]` and `![a, b]`. The intermediate facts `h` and `hab` are the bounds on $a+b-D$ and on $|a+b|$, and `abs_sub_le` is the last triangle inequality.

To attain the bound, take $a=(1+d)M$, $b=(1+d)A$ and $s=(1+u)(a+b)$. Then $s=(1+u)(1+d)D$, so $s-D=(d+u+du)D$ exactly. The sharpness theorem is this calculation. It chooses real numbers freely, so a particular floating-point format need not produce these errors.

## From the denominator to the propagator

Set $e=d+u+du$ and suppose $e<1$. Let $x>0$ be exact and let $y$ satisfy $|y-x|\le ex$. Then $y\ge(1-e)x>0$, and

$$\left|\frac1y-\frac1x\right|=\frac{|y-x|}{xy}\le\frac{ex}{x\,(1-e)x}=\frac{e}{1-e}\,\frac1x .$$

This is `reciprocal_relative_error`. The condition $e<1$ ensures that the computed denominator stays positive. For $\omega>0$, `propagator_error` takes $x=2\omega D$ and $y=2\omega s$; the common factor $2\omega$ leaves the relative error unchanged. The propagator factor therefore has relative error at most $e/(1-e)$, which is close to $e$ when $e$ is small.

## Six-digit arithmetic at $p=1000\,m$

Take $m=1$, $p=1000$ and $\theta=0.0005$, and round every result to six significant digits. The energy is $E=\sqrt{1000001}\approx 1000.0005$, which rounds to $1000.00$. The cosine is about $1-1.25\times10^{-7}$, which rounds to $1.00000$. The direct formula returns $1000.00-1000.00=0$, and the propagator can't be evaluated at all.

The two-term formula, with the same rounded energy, gives

$$a=\frac{1}{2000.00}=5.00000\times10^{-4},\qquad b=2000\,(0.00025)^2=1.25000\times10^{-4},$$

where $\sin(\theta/2)$ has rounded to $0.00025$. Their sum is $s=6.25000\times10^{-4}$. The exact denominator is about $6.249999\times10^{-4}$, so the relative error is about $2\times10^{-7}$. The mass term has relative error about $2.5\times10^{-7}$, the angle term about $2\times10^{-8}$, and the addition is exact. The theorem with $d=2.6\times10^{-7}$ and $u=0$ covers this case.

The general size of the loss can be estimated by hand, though the file contains no theorem about the direct formula: at $\theta=0$, a relative error $\varepsilon$ in $E$ alone changes $E-p$ by the relative amount $\varepsilon E(E+p)/m^2$, roughly $2\varepsilon(p/m)^2$ for a fast electron.

## The electron at rest

At $p=0$ the energy is $E=m$, the angle term vanishes and the mass term is $m^2/m=m$. The denominator is $m$ for every $\theta$, as it must be when the electron has no direction of motion. The hypothesis on $b$ then reads $|b|\le 0$, so the computed angle term has to be exactly zero. The same happens for a moving electron at $\theta=0$. A relative error bound allows no absolute error in a term that vanishes, and multiplying by an exact zero meets this requirement.

## What is assumed about the arithmetic

All quantities in the theorems are real numbers. The bounds $d$ and $u$ stand for the accuracy of the computer's operations and are hypotheses, not consequences of a model of floating-point numbers. In practice $u$ is the unit roundoff of the addition, while $d$ bounds the accumulated error of all operations within each term, including the additions in $p^2+m^2$ and $E+p$. Underflow and overflow can violate these hypotheses.

The angle deserves particular care. If $\theta$ is itself reconstructed from rounded momentum components, its error enters $b$, and near the collinear direction the relative error of $A$ may be large. The hypothesis on $b$ then fails for small $d$, however well the sine is evaluated. A program that samples $\theta$ directly near zero, or obtains $\sin(\theta/2)$ accurately in some other way, is in a better position to satisfy it.

In `propagator_error` the photon energy $\omega$ is exact, and so are the multiplication by $2\omega$ and the final division. The stated bound does not include their rounding errors. Spinor factors, interference between diagrams and the statistical error of the Monte Carlo sum are separate matters.
